# The virial relation for a compactly supported trial function at its optimal scale

After the width of a trial function has been varied to lower its energy, two integrals provide a necessary test for a minimum: twice the kinetic energy must equal the mean of $xV'(x)$. If they differ, stretching or compressing the function still lowers the energy, and the sign of the difference says which of the two to do. The statement below establishes this for one particle on a line, with a continuously differentiable potential $V$ and a real, continuously differentiable trial function $\psi$ of compact support.

In units with $\hbar=m=1$, put

$$\psi_l(x)=\sqrt l\,\psi(lx),\qquad E(l)=\int\left(\tfrac12\psi_l'^2+V\psi_l^2\right)dx,\qquad l>0.$$

The scale factor $l$, often written $\lambda$ or $\eta$, is a dimensionless number by which all lengths in the function are divided: a larger $l$ gives a narrower function. If $E$ has a local minimum at $l=1$, then

$$\int\psi'^2\,dx=\int xV'(x)\,\psi^2\,dx .$$

The factor $\sqrt l$ keeps $N=\int\psi^2$ fixed, so $\psi$ need not be normalised. For $\psi\neq0$, division by $N$ gives $2\langle T\rangle=\langle xV'\rangle$, where $T$ is the kinetic energy. The virial theorem for bound eigenstates has the same form, but here $\psi$ solves no Schrödinger equation; only its scale is optimal.

## The slope of the energy in the scale

The chain rule gives $\psi_l'(x)=l^{3/2}\psi'(lx)$. Hence

$$E(l)=\int\left(\tfrac12 l^3\psi'(lx)^2+l\,V(x)\psi(lx)^2\right)dx .$$

Substitute $y=lx$, so that $dx=dy/l$, and write $K=\int\psi'^2$:

$$E(l)=\frac{l^2}{2}K+\int V(y/l)\,\psi(y)^2\,dy .$$

The potential term is $W(1/l)$ with $W(s)=\int V(sy)\psi(y)^2\,dy$. The integrand of $W$ has the $s$-derivative $yV'(sy)\psi(y)^2$. For $s$ within distance 1 of a given $s_0$ and $y$ in the support of $\psi$, the continuous function $yV'(sy)$ is bounded by some constant $C$. The derivative is therefore at most $C\psi(y)^2$ in size, which is integrable, and one may differentiate under the integral:

$$W'(s)=\int yV'(sy)\psi(y)^2\,dy,\qquad E'(l)=lK-\frac1{l^2}W'(1/l).$$

At $l=1$ this is $E'(1)=\int\psi'^2-\int xV'\psi^2$. Since $l=1$ is an interior point of the half-line $l>0$, the slope vanishes at a local minimum, which is the claim. If instead $E'(1)>0$, a slightly wider function has lower energy.

**Power laws.** For $V=cx^n$ one has $xV'=nV$, so the relation becomes $\int\psi'^2=n\int V\psi^2$. In a harmonic potential, $n=2$, the mean kinetic and potential energies are equal.

**Convex potentials.** Here the relation also suffices: it guarantees that $\psi$ has the least energy among all its rescalings, near or far. A convex $V$ lies above its tangents:

$$V(y/l)\ge V(y)+(1/l-1)\,yV'(y).$$

Multiply by $\psi(y)^2$, integrate, and replace $\int yV'\psi^2$ by $K$. Then

$$E(l)-E(1)\ge\left(\frac{l^2}{2}+\frac1l-\frac32\right)K=\frac{(l-1)^2(l+2)}{2l}\,K\ge0 .$$

**Shifts instead of scalings.** The same argument applies to the displaced functions $\psi(x-a)$. Their kinetic energy is constant and their potential energy is $\int V(y+a)\psi(y)^2\,dy$, so a local minimum at $a=0$ requires $\int V'\psi^2=0$: the mean force vanishes. This companion relation is derived here in prose alone.

## Scaled functions and their energy in Lean

```lean
import Mathlib

open MeasureTheory Filter Topology

namespace ScaledTrialFunction

noncomputable section
```

The function $\psi_l$ is `scaled ψ l`. The definition accepts any real `l`, but only positive values have the intended meaning, and the theorems restrict to them.

```lean
/-- The scaled trial function `√l ψ(l x)`, for a scale `l > 0`. -/
def scaled (ψ : ℝ → ℝ) (l : ℝ) : ℝ → ℝ := fun x => √l * ψ (l * x)
```

The name `energy` stands for the unnormalised integral $E$, not for the expectation value $E/N$. It uses the actual derivative of the function it is given, so the factor $l^2$ in the kinetic term has to be proved.

```lean
/-- The energy integral of a real trial function `φ` in the potential `V`:
kinetic part `φ'² / 2` plus potential part `V φ²`. -/
def energy (V φ : ℝ → ℝ) : ℝ := ∫ x, ((deriv φ x) ^ 2 / 2 + V x * φ x ^ 2)
```

In what follows, `ContDiff ℝ 1` means continuously differentiable, and `HasCompactSupport ψ` says that `ψ` vanishes outside a bounded region. The first lemma supplies the integrability needed throughout: a continuous weight times $\psi^2$ is continuous with compact support.

```lean
variable {V ψ : ℝ → ℝ}

/-- A continuous weight times the square of a continuous, compactly supported function
is integrable. -/
theorem integrable_mul_sq {g φ : ℝ → ℝ} (hg : Continuous g) (hφ : Continuous φ)
    (hc : HasCompactSupport φ) : Integrable (fun x => g x * φ x ^ 2) := by
  apply Continuous.integrable_of_hasCompactSupport (by fun_prop)
  refine hc.mono (fun x hx (h0 : φ x = 0) => hx ?_)
  show g x * φ x ^ 2 = 0
  rw [h0]
  ring
```

## Substituting $y=lx$

The next theorem is the formula for $E(l)$. The statement `hpt` computes the derivative of the scaled function by the chain rule and shows that the energy density at $x$ equals $l\,G(lx)$, where $G$ is the integrand in the variable $y$. The `linear_combination` step uses $(\sqrt l)^2=l$. The closing `calc` changes variables and splits the integral into its kinetic and potential parts.

```lean
/-- For a continuous potential and a continuously differentiable, compactly supported trial
function, scaling by `l > 0` multiplies the kinetic energy by `l²` and samples the potential
at `y / l`. -/
theorem energy_scaled (hV : Continuous V) (hψ : ContDiff ℝ 1 ψ)
    (hc : HasCompactSupport ψ) {l : ℝ} (hl : 0 < l) :
    energy V (scaled ψ l) =
      l ^ 2 / 2 * (∫ y, deriv ψ y ^ 2) + ∫ y, V (l⁻¹ * y) * ψ y ^ 2 := by
  obtain ⟨G, hG⟩ : ∃ G : ℝ → ℝ, ∀ y, G y =
      l ^ 2 / 2 * deriv ψ y ^ 2 + V (l⁻¹ * y) * ψ y ^ 2 := ⟨_, fun _ => rfl⟩
  have hpt : ∀ x, (deriv (scaled ψ l) x) ^ 2 / 2 + V x * scaled ψ l x ^ 2
      = l * G (l * x) := by
    intro x
    have h1 : HasDerivAt (fun t : ℝ => l * t) l x := by
      simpa using (hasDerivAt_id x).const_mul l
    have h2 : HasDerivAt (fun t => ψ (l * t)) (deriv ψ (l * x) * l) x :=
      HasDerivAt.comp_of_eq x
        (hψ.differentiable (by norm_num) (l * x)).hasDerivAt h1 rfl
    have h3 : deriv (scaled ψ l) x = √l * (deriv ψ (l * x) * l) :=
      (h2.const_mul (√l)).deriv
    have hx : l⁻¹ * (l * x) = x := by field_simp
    have hs := Real.sq_sqrt hl.le
    rw [h3, hG, hx]
    simp only [scaled]
    linear_combination
      (l ^ 2 * deriv ψ (l * x) ^ 2 / 2 + V x * ψ (l * x) ^ 2) * hs
  have i1 : Integrable (fun y => l ^ 2 / 2 * deriv ψ y ^ 2) :=
    integrable_mul_sq continuous_const (hψ.continuous_deriv le_rfl) hc.deriv
  have i2 : Integrable (fun y => V (l⁻¹ * y) * ψ y ^ 2) :=
    integrable_mul_sq (g := fun y => V (l⁻¹ * y)) (by fun_prop) hψ.continuous hc
  -- substitute y = l x
  calc energy V (scaled ψ l) = ∫ x, l * G (l * x) :=
        integral_congr_ae (Eventually.of_forall hpt)
    _ = ∫ y, G y := by
        rw [integral_const_mul, Measure.integral_comp_mul_left G l,
          abs_of_pos (inv_pos.2 hl), smul_eq_mul, ← mul_assoc,
          mul_inv_cancel₀ hl.ne', one_mul]
    _ = _ := by
        simp_rw [hG]
        rw [integral_add i1 i2, integral_const_mul]
```

## Differentiating under the integral

The analytic weight of the proof rests on Mathlib's `hasDerivAt_integral_of_dominated_loc_of_deriv_le`. To differentiate $\int F(s,y)\,dy$ at $s_0$, it asks for measurability of the integrands, integrability at $s_0$, a derivative $F'(s,y)$ for all $s$ near $s_0$, and one integrable function of $y$ that bounds $|F'(s,y)|$ for all those $s$ at once. A separate bound for each $s$ would not do.

Compactness provides the common bound. The pairs $(s,y)$ with $|s-s_0|\le1$ and $y$ in the closed support `tsupport ψ` form a compact set, on which $yV'(sy)$ is continuous and hence bounded by a constant `C`. The bounding function is `C * ψ y ^ 2`. Of the two goals left at the end, the first checks this bound, with a separate case for $y$ outside the support, where both sides are zero. The second is the chain rule for $V(sy)$. The Mathlib theorem returns both the integrability of $F'$ and the derivative of the integral, and `.2` selects the latter.

```lean
/-- For continuously differentiable `V` and continuous, compactly supported `ψ`, the
potential energy `∫ V(s y) ψ(y)² dy` may be differentiated in `s` under the integral. -/
theorem hasDerivAt_potential (hV : ContDiff ℝ 1 V) (hψ : Continuous ψ)
    (hc : HasCompactSupport ψ) (s₀ : ℝ) :
    HasDerivAt (fun s => ∫ y, V (s * y) * ψ y ^ 2)
      (∫ y, y * deriv V (s₀ * y) * ψ y ^ 2) s₀ := by
  have hV0 := hV.continuous
  have hV' : Continuous (deriv V) := hV.continuous_deriv le_rfl
  -- the virial y V'(s y) is bounded for s near s₀ and y in the support of ψ
  obtain ⟨C, hC⟩ := ((isCompact_closedBall s₀ 1).prod hc).exists_bound_of_continuousOn
    (f := fun p : ℝ × ℝ => p.2 * deriv V (p.1 * p.2)) (by fun_prop)
  have int0 : ∀ s : ℝ, Integrable (fun y => V (s * y) * ψ y ^ 2) := fun s =>
    integrable_mul_sq (g := fun y => V (s * y)) (by fun_prop) hψ hc
  have int1 : Integrable (fun y => y * deriv V (s₀ * y) * ψ y ^ 2) :=
    integrable_mul_sq (g := fun y => y * deriv V (s₀ * y)) (by fun_prop) hψ hc
  refine (hasDerivAt_integral_of_dominated_loc_of_deriv_le
    (F := fun s y => V (s * y) * ψ y ^ 2)
    (F' := fun s y => y * deriv V (s * y) * ψ y ^ 2)
    (bound := fun y => C * ψ y ^ 2)
    (Metric.ball_mem_nhds s₀ one_pos)
    (Eventually.of_forall fun s => (int0 s).aestronglyMeasurable) (int0 s₀)
    int1.aestronglyMeasurable (Eventually.of_forall ?_)
    (integrable_mul_sq continuous_const hψ hc) (Eventually.of_forall ?_)).2
  · intro y s hs
    by_cases hy : y ∈ tsupport ψ
    · have h := hC (s, y) ⟨Metric.ball_subset_closedBall hs, hy⟩
      rw [norm_mul, Real.norm_of_nonneg (sq_nonneg (ψ y))]
      exact mul_le_mul_of_nonneg_right h (sq_nonneg _)
    · simp [image_eq_zero_of_notMem_tsupport hy]
  · intro y s _
    have h1 : HasDerivAt (fun t : ℝ => t * y) y s := by
      simpa using (hasDerivAt_id s).mul_const y
    have h2 : HasDerivAt (fun t => V (t * y)) (deriv V (s * y) * y) s :=
      HasDerivAt.comp_of_eq s
        (hV.differentiable (by norm_num) (s * y)).hasDerivAt h1 rfl
    exact (h2.mul_const (ψ y ^ 2)).congr_deriv (by ring)
```

## From the slope to the virial relation

The slope at $l=1$ combines `hkin`, the derivative of $l^2K/2$, with `hpot`, the derivative of $W(1/l)$, in which the inner function $1/l$ contributes the factor $-1$. The formula for $E(l)$ holds only for positive $l$. That is enough, because the positive numbers form a neighbourhood of 1 and a derivative depends only on values nearby.

```lean
/-- For continuously differentiable `V` and `ψ`, with `ψ` compactly supported, the slope of
the energy in the scale at `l = 1` is `∫ ψ'² - ∫ x V' ψ²`. -/
theorem hasDerivAt_energy_scaled (hV : ContDiff ℝ 1 V) (hψ : ContDiff ℝ 1 ψ)
    (hc : HasCompactSupport ψ) :
    HasDerivAt (fun l => energy V (scaled ψ l))
      ((∫ x, deriv ψ x ^ 2) - ∫ x, x * deriv V x * ψ x ^ 2) 1 := by
  have P := hasDerivAt_potential hV hψ.continuous hc 1
  simp only [one_mul] at P
  have hinv : HasDerivAt (fun l : ℝ => l⁻¹) (-1) 1 := by
    simpa using hasDerivAt_inv (one_ne_zero (α := ℝ))
  have hpot : HasDerivAt (fun l : ℝ => ∫ y, V (l⁻¹ * y) * ψ y ^ 2)
      ((∫ x, x * deriv V x * ψ x ^ 2) * (-1)) 1 :=
    HasDerivAt.comp_of_eq 1 P hinv (by simp)
  have hkin := ((hasDerivAt_pow 2 (1 : ℝ)).div_const 2).mul_const (∫ x, deriv ψ x ^ 2)
  refine ((hkin.fun_add hpot).congr_deriv (by norm_num; ring)).congr_of_eventuallyEq ?_
  filter_upwards [Ioi_mem_nhds (one_pos (α := ℝ))] with l hl
  exact energy_scaled hV.continuous hψ hc hl
```

The hypothesis `hmin` says that $E(1)\le E(l)$ for all positive $l$ sufficiently close to 1. Its proof use is short: the minimum on the half-line is an ordinary local minimum, so the derivative just computed is zero.

```lean
/-- Virial relation at the optimal scale: let `V` and `ψ` be continuously differentiable and
`ψ` compactly supported. If the energy of `√l ψ(l x)` has a local minimum at `l = 1` among
`l > 0`, then `∫ ψ'² = ∫ x V' ψ²`. -/
theorem virial_of_optimal_scale (hV : ContDiff ℝ 1 V) (hψ : ContDiff ℝ 1 ψ)
    (hc : HasCompactSupport ψ)
    (hmin : IsLocalMinOn (fun l => energy V (scaled ψ l)) (Set.Ioi 0) 1) :
    ∫ x, deriv ψ x ^ 2 = ∫ x, x * deriv V x * ψ x ^ 2 := by
  have h := (hmin.isLocalMin (Ioi_mem_nhds one_pos)).hasDerivAt_eq_zero
    (hasDerivAt_energy_scaled hV hψ hc)
  linarith
```

The theorem is stated for a single particle in one dimension, and a potential with a Coulomb singularity is excluded by the smoothness of $V$. Compact support also excludes functions with tails, such as Gaussians or bound eigenstates; for them the bound on the differentiated integrand must come from the decay of $\psi$ relative to the growth of $V$ and $V'$.

## Power laws and convex potentials

For $V=cx^n$ with a natural number $n$, the general theorem is applied and the integrands are compared point by point. The case $n=0$ is treated separately because the derivative contains the exponent $n-1$.

```lean
/-- In the power-law potential `c xⁿ`, a continuously differentiable, compactly supported
trial function whose energy is locally minimal in the scale at `l = 1` has
`∫ ψ'²` equal to `n` times its potential energy. -/
theorem virial_power_law (c : ℝ) (n : ℕ) (hψ : ContDiff ℝ 1 ψ)
    (hc : HasCompactSupport ψ)
    (hmin : IsLocalMinOn (fun l => energy (fun x => c * x ^ n) (scaled ψ l))
      (Set.Ioi 0) 1) :
    ∫ x, deriv ψ x ^ 2 = n * ∫ x, c * x ^ n * ψ x ^ 2 := by
  rw [virial_of_optimal_scale (by fun_prop) hψ hc hmin, ← integral_const_mul]
  refine integral_congr_ae (Eventually.of_forall fun x => ?_)
  have hd : deriv (fun x : ℝ => c * x ^ n) x = c * (n * x ^ (n - 1)) :=
    ((hasDerivAt_pow n x).const_mul c).deriv
  show x * deriv (fun x : ℝ => c * x ^ n) x * ψ x ^ 2 = n * (c * x ^ n * ψ x ^ 2)
  rw [hd]
  cases n with
  | zero => simp
  | succ m =>
    rw [Nat.add_sub_cancel]
    ring
```

The tangent inequality follows from comparing the slope of a chord with the derivative at $x$, once for $z$ to the right of $x$ and once for $z$ to the left.

```lean
/-- A differentiable convex potential lies above each of its tangents. -/
theorem tangent_le (hconv : ConvexOn ℝ Set.univ V) (hd : Differentiable ℝ V) (x z : ℝ) :
    V x + deriv V x * (z - x) ≤ V z := by
  rcases lt_trichotomy x z with h | h | h
  · have := hconv.deriv_le_slope (Set.mem_univ x) (Set.mem_univ z) h (hd x)
    rw [slope_def_field, le_div_iff₀ (sub_pos.2 h)] at this
    linarith
  · simp [h]
  · have := hconv.slope_le_deriv (Set.mem_univ z) (Set.mem_univ x) h (hd x)
    rw [slope_def_field, div_le_iff₀ (sub_pos.2 h)] at this
    nlinarith
```

The last theorem is an equivalence. Its left side says that $\psi$ has the least energy among all its rescalings, near or far. The forward direction turns this into a local minimum and applies `virial_of_optimal_scale`. In the reverse direction, `pt` is the tangent inequality multiplied by $\psi^2$, `hm` its integral, and `hsum` the place where the virial relation enters. The factorisation with $(l-1)^2(l+2)$ proves `hf`, and the final `nlinarith` multiplies it by $K\ge0$ and adds the pieces.

```lean
/-- In a convex, continuously differentiable potential, a continuously differentiable,
compactly supported `ψ` has the least energy among all its rescalings exactly when it obeys
the virial relation. -/
theorem optimal_scale_iff_virial (hconv : ConvexOn ℝ Set.univ V) (hV : ContDiff ℝ 1 V)
    (hψ : ContDiff ℝ 1 ψ) (hc : HasCompactSupport ψ) :
    (∀ l > 0, energy V ψ ≤ energy V (scaled ψ l)) ↔
      ∫ x, deriv ψ x ^ 2 = ∫ x, x * deriv V x * ψ x ^ 2 := by
  have hone : scaled ψ 1 = ψ := by
    funext x
    simp [scaled]
  constructor
  · intro h
    have hmin : ∀ᶠ l in 𝓝[Set.Ioi 0] (1 : ℝ),
        energy V (scaled ψ 1) ≤ energy V (scaled ψ l) := by
      filter_upwards [self_mem_nhdsWithin] with l hl
      rw [hone]
      exact h l hl
    exact virial_of_optimal_scale hV hψ hc hmin
  · intro hvir l hl
    have hV0 := hV.continuous
    have hV' : Continuous (deriv V) := hV.continuous_deriv le_rfl
    have E1 := energy_scaled hV0 hψ hc one_pos
    rw [hone] at E1
    simp only [inv_one, one_mul, one_pow] at E1
    have A : Integrable (fun y => V y * ψ y ^ 2) :=
      integrable_mul_sq hV0 hψ.continuous hc
    have B : Integrable (fun y => y * deriv V y * ψ y ^ 2) :=
      integrable_mul_sq (g := fun y => y * deriv V y) (by fun_prop) hψ.continuous hc
    have D : Integrable (fun y => V (l⁻¹ * y) * ψ y ^ 2) :=
      integrable_mul_sq (g := fun y => V (l⁻¹ * y)) (by fun_prop) hψ.continuous hc
    -- the tangent inequality, multiplied by ψ²
    have pt : ∀ y, V y * ψ y ^ 2 + (l⁻¹ - 1) * (y * deriv V y * ψ y ^ 2)
        ≤ V (l⁻¹ * y) * ψ y ^ 2 := by
      intro y
      have t := mul_le_mul_of_nonneg_right
        (tangent_le hconv (hV.differentiable (by norm_num)) y (l⁻¹ * y))
        (sq_nonneg (ψ y))
      linarith
    have hm := integral_mono (A.add (B.const_mul (l⁻¹ - 1))) D pt
    have hsum : ∫ y, (V y * ψ y ^ 2 + (l⁻¹ - 1) * (y * deriv V y * ψ y ^ 2))
        = (∫ y, V y * ψ y ^ 2) + (l⁻¹ - 1) * ∫ y, deriv ψ y ^ 2 := by
      rw [integral_add A (B.const_mul _), integral_const_mul, hvir]
    have hm' := hsum.symm.le.trans hm
    have hK : 0 ≤ ∫ y, deriv ψ y ^ 2 := integral_nonneg fun _ => sq_nonneg _
    -- the coefficient of ∫ ψ'² in the energy difference is nonnegative
    have hf : 0 ≤ l ^ 2 / 2 + l⁻¹ - 3 / 2 := by
      have h : l ^ 2 / 2 + l⁻¹ - 3 / 2 = (l - 1) ^ 2 * (l + 2) / (2 * l) := by
        field_simp
        ring
      rw [h]
      positivity
    rw [E1, energy_scaled hV0 hψ hc hl]
    nlinarith [mul_nonneg hf hK]

end

end ScaledTrialFunction
```

```lean
#print axioms ScaledTrialFunction.virial_of_optimal_scale
-- 'ScaledTrialFunction.virial_of_optimal_scale' depends on axioms: [propext, Classical.choice, Quot.sound]
#print axioms ScaledTrialFunction.virial_power_law
-- 'ScaledTrialFunction.virial_power_law' depends on axioms: [propext, Classical.choice, Quot.sound]
#print axioms ScaledTrialFunction.optimal_scale_iff_virial
-- 'ScaledTrialFunction.optimal_scale_iff_virial' depends on axioms: [propext, Classical.choice, Quot.sound]
```
